# The ZORA energy of a tightening s Gaussian at a point nucleus falls without bound exactly when \(Z>\sqrt2\,c\)

Take one electron in one normalized s Gaussian, \(g_a\propto e^{-ar^2}\), centred on a point charge \(Z\), and let the exponent \(a\) grow. In atomic units the non-relativistic energy is \(\tfrac32a-Z\sqrt{8a/\pi}\). The kinetic term wins, so a very tight Gaussian is always expensive.

In ZORA, the zeroth-order regular approximation to the Dirac equation, the kinetic energy density of a real orbital \(\psi\) is \(c^2|\nabla\psi|^2/(2c^2+Z/r)\), with \(c\) the speed of light, and the denominator blows up just where the tight Gaussian sits. Does the kinetic energy still win, or can the Gaussian collapse onto the nucleus?

## Both terms grow like \(\sqrt a\), so the charge decides

It can collapse, if \(Z>\sqrt2\,c\). Close to the nucleus \(2c^2+Z/r\approx Z/r\), so the kinetic density becomes \(c^2r|\nabla\psi|^2/Z\). The extra factor \(r\sim1/\sqrt a\) turns the usual growth with \(a\) into growth with \(\sqrt a\), the same as that of the attraction. For all \(Z,a>0\) the energy \(E(a)\) satisfies

\[
A\sqrt a-\frac{15c^4}{2Z^2}\;\le\;E(a)\;\le\;A\sqrt a,\qquad A=\sqrt{\tfrac8\pi}\left(\frac{2c^2}{Z}-Z\right).
\]

**The radial integral.** Write \(g_a=Ne^{-ar^2}\) with \(N^2=(2a/\pi)^{3/2}\). This is normalized, because \(\int_0^\infty r^2e^{-2ar^2}dr=\sqrt\pi/\bigl(4(2a)^{3/2}\bigr)\) and \(4\pi N^2\) times this is 1. Since \(g_a'=-2ar\,g_a\), we have \(|\nabla g_a|^2=4a^2r^2g_a^2\), and

\[
E(a)=4\pi N^2\int_0^\infty\left(\frac{4a^2c^2r^5}{2c^2r+Z}-Zr\right)e^{-2ar^2}\,dr .
\]

**The split.** From

\[
\frac1{2c^2r+Z}=\frac1Z-\frac{2c^2r}{Z(2c^2r+Z)}
\]

the integrand is \(\bigl(4a^2c^2r^5/Z-Zr\bigr)e^{-2ar^2}-d(r)\), where

\[
d(r)=\frac{8a^2c^4}{Z}\,\frac{r^6e^{-2ar^2}}{2c^2r+Z},\qquad 0\le d(r)\le\frac{8a^2c^4}{Z^2}\,r^6e^{-2ar^2}.
\]

**The leading term.** With \(\int_0^\infty re^{-2ar^2}dr=1/(4a)\) and \(\int_0^\infty r^5e^{-2ar^2}dr=1/(8a^3)\), the first part gives

\[
4\pi N^2\left(\frac{c^2}{2aZ}-\frac{Z}{4a}\right)=\frac{\pi N^2}{a}\left(\frac{2c^2}{Z}-Z\right)=A\sqrt a,
\]

because \(\pi N^2/a=\sqrt{8a/\pi}\).

**The error.** With \(\int_0^\infty r^6e^{-2ar^2}dr=15\sqrt\pi/\bigl(16(2a)^{7/2}\bigr)\),

\[
0\le4\pi N^2\int_0^\infty d(r)\,dr\le4\pi N^2\,\frac{8a^2c^4}{Z^2}\,\frac{15\sqrt\pi}{16(2a)^{7/2}}=\frac{15c^4}{2Z^2}.
\]

All powers of \(a\) cancel. Subtracting this error from \(A\sqrt a\) gives the two bounds.

**The limit and the threshold.** Dividing by \(\sqrt a\) squeezes \(E(a)/\sqrt a\) to \(A\). For \(c>0\), \(A<0\) means \(Z^2>2c^2\), and the upper bound then drives \(E(a)\) to \(-\infty\). If \(Z\le\sqrt2\,c\), then \(A\ge0\) and \(E(a)\ge-15c^4/(2Z^2)\) for every \(a>0\), so there is no collapse. This includes the threshold itself, where \(A=0\).

## What the Lean theorems say about the orbital and the field

`Space` is three-dimensional Euclidean space, and `‖x‖` is the distance \(r\) from the nucleus. `gaussian a` is \(g_a\) with its normalization factor, and `gaussian_normalized` proves that its square integrates to 1. `zoraEnergy Z c ψ` is the energy of a normalized real orbital `ψ` that is differentiable away from the nucleus; `‖fderiv ℝ ψ x‖`, the norm of the derivative, is \(|\nabla\psi|\). Lean assigns the value 0 to a divergent integral, so the definition has its physical meaning only for orbitals with an integrable energy density; for the Gaussian, the proof of the bounds shows that the radial integrand is integrable.

There are three main results:

- `zoraEnergy_bounds` is the two-sided bound, for \(Z,a>0\) and any real \(c\).
- `zoraEnergy_div_sqrt_tendsto` is the limit of \(E(a)/\sqrt a\), for \(Z>0\).
- `collapse_iff` says that, for \(Z,c>0\), the energy tends to \(-\infty\) as \(a\to\infty\) if and only if `√2 * c < Z`.

\(Z\) is a real number, not necessarily an integer. The "only if" concerns this one-parameter family: an orbital of another shape may collapse at a smaller charge, so \(Z\le\sqrt2\,c\) is no guarantee that the ZORA Hamiltonian is bounded below.

One step from here to a practical calculation is the potential. The theorems take a bare point charge and one electron, whereas a finite nucleus keeps the potential bounded and other electrons screen it. Within the one-electron, point-nucleus model, the result bears on very steep s functions in a ZORA basis set: for \(Z<\sqrt2\,c\) their energy eventually grows like \(\sqrt a\), and not like \(a\) as in the non-relativistic case.

```lean
import Mathlib

open MeasureTheory Set Filter Topology Real

namespace ZoraGaussianCollapse

noncomputable section

/-- Three-dimensional position space. -/
abbrev Space := EuclideanSpace ℝ (Fin 3)

/-- The s Gaussian `(2a/π)^(3/4) exp(-a r²)` with exponent `a > 0`. -/
def gaussian (a : ℝ) (x : Space) : ℝ :=
  (2 * a / π) ^ (3 / 4 : ℝ) * exp (-a * ‖x‖ ^ 2)

/-- The ZORA energy of a normalized real orbital `ψ`, differentiable for `r > 0` and with an
integrable energy density, in the potential `-Z/r`, for `Z ≥ 0` and `c ≠ 0`; the integrand is meant
away from the nucleus `r = 0`, a set of measure zero. -/
def zoraEnergy (Z c : ℝ) (ψ : Space → ℝ) : ℝ :=
  ∫ x : Space, (c ^ 2 * ‖fderiv ℝ ψ x‖ ^ 2 / (2 * c ^ 2 + Z / ‖x‖) - Z * ψ x ^ 2 / ‖x‖)

/-- For `b > 0` and a natural number `k`, the power `b^(k + 1/2)` is `b^k √b`. -/
theorem rpow_add_half {b : ℝ} (hb : 0 < b) (k : ℕ) :
    b ^ ((k : ℝ) + 1 / 2) = b ^ k * √b := by
  rw [Real.rpow_add hb, Real.rpow_natCast, ← Real.sqrt_eq_rpow]

/-- The integral over space of a function of `r` alone is `4π ∫ r² f(r) dr`. -/
theorem radial_integral (f : ℝ → ℝ) :
    ∫ x : Space, f ‖x‖ = 4 * π * ∫ r in Ioi (0 : ℝ), r ^ 2 * f r := by
  have hv : (volume : Measure Space).real (Metric.ball 0 1) = π * 4 / 3 := by
    rw [Measure.real, EuclideanSpace.volume_ball_fin_three, ENNReal.ofReal_one, one_pow,
      one_mul, ENNReal.toReal_ofReal (by positivity)]
  rw [integral_fun_norm_addHaar, hv, finrank_euclideanSpace_fin]
  simp only [smul_eq_mul, nsmul_eq_mul, show 3 - 1 = 2 from rfl]
  push_cast
  ring

/-- The `n`-th moment of `exp(-b r²)` on the half-line, for `b > 0`. -/
theorem gaussian_moment {b : ℝ} (hb : 0 < b) (n : ℕ) :
    ∫ r in Ioi (0 : ℝ), r ^ n * exp (-b * r ^ 2) =
      b ^ (-((n : ℝ) + 1) / 2) * (1 / 2) * Real.Gamma (((n : ℝ) + 1) / 2) := by
  have hn : (-1 : ℝ) < n := by
    have := n.cast_nonneg (α := ℝ)
    linarith
  have h := integral_rpow_mul_exp_neg_mul_rpow (p := 2) (q := n) (b := b) two_pos hn hb
  simpa only [Real.rpow_natCast, Real.rpow_two] using h

/-- The density of the s Gaussian with `a > 0` is `(2a/π)^(3/2) exp(-2a r²)`. -/
theorem gaussian_sq {a : ℝ} (ha : 0 < a) (x : Space) :
    gaussian a x ^ 2 = 2 * a / π * (√(2 * a) / √π) * exp (-(2 * a) * ‖x‖ ^ 2) := by
  have hx : 0 < 2 * a / π := by positivity
  have hw : ((2 * a / π) ^ (3 / 4 : ℝ)) ^ 2 = 2 * a / π * (√(2 * a) / √π) := by
    rw [← Real.rpow_natCast, ← Real.rpow_mul hx.le,
      show (3 / 4 : ℝ) * ((2 : ℕ) : ℝ) = ((1 : ℕ) : ℝ) + 1 / 2 by norm_num,
      rpow_add_half hx, pow_one, Real.sqrt_div (by positivity)]
  unfold gaussian
  rw [mul_pow, hw, ← Real.exp_nat_mul]
  congr 2
  push_cast
  ring

/-- The s Gaussian with `a > 0` is normalized. -/
theorem gaussian_normalized {a : ℝ} (ha : 0 < a) : ∫ x : Space, gaussian a x ^ 2 = 1 := by
  have hb : 0 < 2 * a := by positivity
  have hG : Real.Gamma (3 / 2) = √π / 2 := by
    rw [show (3 / 2 : ℝ) = 1 / 2 + 1 by norm_num, Real.Gamma_add_one (by norm_num),
      Real.Gamma_one_half_eq]
    ring
  simp_rw [gaussian_sq ha]
  rw [integral_const_mul, radial_integral (fun r => exp (-(2 * a) * r ^ 2)),
    gaussian_moment hb 2,
    show -(((2 : ℕ) : ℝ) + 1) / 2 = -(((1 : ℕ) : ℝ) + 1 / 2) by norm_num,
    show (((2 : ℕ) : ℝ) + 1) / 2 = 3 / 2 by norm_num, hG, Real.rpow_neg hb.le,
    rpow_add_half hb]
  field_simp
  ring

/-- The gradient of the s Gaussian `g` with `a > 0` has length `2 a r g`. -/
theorem norm_fderiv_gaussian {a : ℝ} (ha : 0 < a) (x : Space) :
    ‖fderiv ℝ (gaussian a) x‖ = 2 * a * ‖x‖ * gaussian a x := by
  have hg : 0 < gaussian a x := by unfold gaussian; positivity
  have h : HasFDerivAt (gaussian a) ((-(2 * a * gaussian a x)) • innerSL ℝ x) x := by
    have h1 := (((hasStrictFDerivAt_norm_sq x).hasFDerivAt.const_mul (-a)).exp).const_mul
      ((2 * a / π) ^ (3 / 4 : ℝ))
    refine h1.congr_fderiv ?_
    unfold gaussian
    module
  rw [h.fderiv, norm_smul, innerSL_apply_norm, Real.norm_eq_abs, abs_neg,
    abs_of_pos (by positivity)]
  ring

/-- The ZORA energy of the s Gaussian with `a > 0` as an integral over the radius. -/
theorem zoraEnergy_radial {a : ℝ} (ha : 0 < a) (Z c : ℝ) :
    zoraEnergy Z c (gaussian a) = 4 * π * (2 * a / π * (√(2 * a) / √π)) *
      ∫ r in Ioi (0 : ℝ), (4 * a ^ 2 * c ^ 2 * r ^ 5 / (2 * c ^ 2 * r + Z) - Z * r) *
        exp (-(2 * a) * r ^ 2) := by
  obtain ⟨F, hFd⟩ : ∃ F : ℝ → ℝ, F = fun r =>
      (c ^ 2 * (4 * a ^ 2 * r ^ 2) / (2 * c ^ 2 + Z / r) - Z / r) *
        (2 * a / π * (√(2 * a) / √π) * exp (-(2 * a) * r ^ 2)) := ⟨_, rfl⟩
  have hF : zoraEnergy Z c (gaussian a) = ∫ x : Space, F ‖x‖ := by
    unfold zoraEnergy
    refine integral_congr_ae (ae_of_all _ fun x => ?_)
    simp only [hFd]
    rw [norm_fderiv_gaussian ha, mul_pow, gaussian_sq ha]
    ring
  rw [hF, radial_integral F, hFd]
  generalize 2 * a / π * (√(2 * a) / √π) = W
  rw [mul_assoc (4 * π), ← integral_const_mul W]
  congr 1
  refine setIntegral_congr_fun measurableSet_Ioi fun r hr => ?_
  have hr' : 0 < r := hr
  have h1 : c ^ 2 * (4 * a ^ 2 * r ^ 2) / (2 * c ^ 2 + Z / r) =
      4 * a ^ 2 * c ^ 2 * r ^ 3 / (2 * c ^ 2 * r + Z) := by
    rw [show 2 * c ^ 2 + Z / r = (2 * c ^ 2 * r + Z) / r by field_simp, div_div_eq_mul_div]
    ring
  have h2 : r ^ 2 * (Z / r) = Z * r := by field_simp
  dsimp only
  rw [h1]
  linear_combination (-(W * exp (-(2 * a) * r ^ 2))) * h2

/-- For `Z, a > 0` the ZORA energy of the s Gaussian lies below
`√(8/π) (2c²/Z - Z) √a` by at most `15c⁴/(2Z²)`. -/
theorem zoraEnergy_bounds {Z a : ℝ} (hZ : 0 < Z) (ha : 0 < a) (c : ℝ) :
    √(8 / π) * (2 * c ^ 2 / Z - Z) * √a - 15 * c ^ 4 / (2 * Z ^ 2)
        ≤ zoraEnergy Z c (gaussian a) ∧
      zoraEnergy Z c (gaussian a) ≤ √(8 / π) * (2 * c ^ 2 / Z - Z) * √a := by
  have hb : 0 < 2 * a := by positivity
  have hi (n : ℕ) : Integrable (fun r : ℝ => r ^ n * exp (-(2 * a) * r ^ 2))
      (volume.restrict (Ioi 0)) := by
    have hn : (-1 : ℝ) < n := by
      have := n.cast_nonneg (α := ℝ)
      linarith
    have h := integrableOn_rpow_mul_exp_neg_mul_sq hb hn
    simp only [Real.rpow_natCast] at h
    exact h
  -- the three moments that occur
  have M1 : ∫ r in Ioi (0 : ℝ), r ^ 1 * exp (-(2 * a) * r ^ 2) = 1 / (2 * (2 * a)) := by
    rw [gaussian_moment hb 1, show -(((1 : ℕ) : ℝ) + 1) / 2 = -1 by norm_num,
      show (((1 : ℕ) : ℝ) + 1) / 2 = 1 by norm_num, Real.rpow_neg_one, Real.Gamma_one]
    field_simp
  have M5 : ∫ r in Ioi (0 : ℝ), r ^ 5 * exp (-(2 * a) * r ^ 2) = 1 / (2 * a) ^ 3 := by
    rw [gaussian_moment hb 5, show -(((5 : ℕ) : ℝ) + 1) / 2 = -((3 : ℕ) : ℝ) by norm_num,
      show (((5 : ℕ) : ℝ) + 1) / 2 = ((2 : ℕ) : ℝ) + 1 by norm_num,
      Real.Gamma_nat_eq_factorial, Real.rpow_neg hb.le, Real.rpow_natCast,
      show ((Nat.factorial 2 : ℕ) : ℝ) = 2 by norm_num [Nat.factorial]]
    ring
  have M6 : ∫ r in Ioi (0 : ℝ), r ^ 6 * exp (-(2 * a) * r ^ 2) =
      15 * √π / (16 * ((2 * a) ^ 3 * √(2 * a))) := by
    have hG : Real.Gamma (7 / 2) = 15 / 8 * √π := by
      rw [show (7 / 2 : ℝ) = 1 / 2 + 1 + 1 + 1 by norm_num, Real.Gamma_add_one (by norm_num),
        Real.Gamma_add_one (by norm_num), Real.Gamma_add_one (by norm_num),
        Real.Gamma_one_half_eq]
      ring
    rw [gaussian_moment hb 6,
      show -(((6 : ℕ) : ℝ) + 1) / 2 = -(((3 : ℕ) : ℝ) + 1 / 2) by norm_num,
      show (((6 : ℕ) : ℝ) + 1) / 2 = 7 / 2 by norm_num, hG, Real.rpow_neg hb.le,
      rpow_add_half hb]
    field_simp
    ring
  -- `d` is the error made by replacing `2c² + Z/r` by `Z/r`
  obtain ⟨d, hd⟩ : ∃ d : ℝ → ℝ, d = fun r => 8 * a ^ 2 * c ^ 4 / Z *
      (r ^ 6 * exp (-(2 * a) * r ^ 2)) / (2 * c ^ 2 * r + Z) := ⟨_, rfl⟩
  have hd0 : ∀ r ∈ Ioi (0 : ℝ), 0 ≤ d r := by
    intro r hr
    have hr' : 0 < r := hr
    simp only [hd]
    positivity
  have hd1 : ∀ r ∈ Ioi (0 : ℝ),
      d r ≤ 8 * a ^ 2 * c ^ 4 / Z ^ 2 * (r ^ 6 * exp (-(2 * a) * r ^ 2)) := by
    intro r hr
    have hr' : 0 < r := hr
    have hp : 0 ≤ 2 * c ^ 2 * r := by positivity
    simp only [hd]
    rw [show 8 * a ^ 2 * c ^ 4 / Z ^ 2 * (r ^ 6 * exp (-(2 * a) * r ^ 2)) =
      8 * a ^ 2 * c ^ 4 / Z * (r ^ 6 * exp (-(2 * a) * r ^ 2)) / Z by ring]
    exact div_le_div_of_nonneg_left (by positivity) hZ (by linarith)
  have h6 := (hi 6).const_mul (8 * a ^ 2 * c ^ 4 / Z ^ 2)
  have hdi : Integrable d (volume.restrict (Ioi 0)) := by
    have hm : Measurable d := by rw [hd]; fun_prop
    refine h6.mono' hm.aestronglyMeasurable
      ((ae_restrict_iff' measurableSet_Ioi).2 (ae_of_all _ fun r hr => ?_))
    rw [Real.norm_eq_abs, abs_of_nonneg (hd0 r hr)]
    exact hd1 r hr
  have I0 : 0 ≤ ∫ r in Ioi (0 : ℝ), d r := setIntegral_nonneg measurableSet_Ioi hd0
  have I1 := setIntegral_mono_on hdi h6 measurableSet_Ioi hd1
  rw [integral_const_mul, M6] at I1
  have h5 := (hi 5).const_mul (4 * a ^ 2 * c ^ 2 / Z)
  have h1 := (hi 1).const_mul Z
  have h51 : Integrable (fun r : ℝ => 4 * a ^ 2 * c ^ 2 / Z * (r ^ 5 * exp (-(2 * a) * r ^ 2)) -
      Z * (r ^ 1 * exp (-(2 * a) * r ^ 2))) (volume.restrict (Ioi 0)) := h5.sub h1
  have key : ∫ r in Ioi (0 : ℝ), (4 * a ^ 2 * c ^ 2 * r ^ 5 / (2 * c ^ 2 * r + Z) - Z * r) *
        exp (-(2 * a) * r ^ 2) =
      ∫ r in Ioi (0 : ℝ), (4 * a ^ 2 * c ^ 2 / Z * (r ^ 5 * exp (-(2 * a) * r ^ 2)) -
        Z * (r ^ 1 * exp (-(2 * a) * r ^ 2)) - d r) := by
    refine setIntegral_congr_fun measurableSet_Ioi fun r hr => ?_
    have hr' : 0 < r := hr
    have hp : 2 * c ^ 2 * r + Z ≠ 0 := by positivity
    simp only [hd]
    field_simp
    ring
  rw [zoraEnergy_radial ha, key, integral_sub h51 hdi, integral_sub h5 h1,
    integral_const_mul, integral_const_mul, M5, M1]
  -- the leading term and the constant
  have hs : √(8 / π) * √a = 2 * (√(2 * a) / √π) := by
    rw [← Real.sqrt_div hb.le, ← Real.sqrt_mul (by positivity),
      show 8 / π * a = 2 ^ 2 * (2 * a / π) by ring, Real.sqrt_mul (by positivity),
      Real.sqrt_sq (by norm_num)]
  have hlead : 4 * π * (2 * a / π * (√(2 * a) / √π)) *
      (4 * a ^ 2 * c ^ 2 / Z * (1 / (2 * a) ^ 3) - Z * (1 / (2 * (2 * a)))) =
      √(8 / π) * (2 * c ^ 2 / Z - Z) * √a := by
    rw [mul_right_comm (√(8 / π)), hs]
    generalize √(2 * a) / √π = t
    field_simp
    ring
  have hconst : 4 * π * (2 * a / π * (√(2 * a) / √π)) * (8 * a ^ 2 * c ^ 4 / Z ^ 2 *
      (15 * √π / (16 * ((2 * a) ^ 3 * √(2 * a))))) = 15 * c ^ 4 / (2 * Z ^ 2) := by
    field_simp
    ring
  have hP : 0 ≤ 4 * π * (2 * a / π * (√(2 * a) / √π)) := by positivity
  have e0 := mul_nonneg hP I0
  have e1 := mul_le_mul_of_nonneg_left I1 hP
  rw [hconst] at e1
  rw [mul_sub (4 * π * (2 * a / π * (√(2 * a) / √π))), hlead]
  constructor <;> linarith

/-- For `Z > 0` the ZORA energy of the s Gaussian, divided by `√a`, tends to
`√(8/π) (2c²/Z - Z)` as `a → ∞`. -/
theorem zoraEnergy_div_sqrt_tendsto {Z : ℝ} (hZ : 0 < Z) (c : ℝ) :
    Tendsto (fun a => zoraEnergy Z c (gaussian a) / √a) atTop
      (𝓝 (√(8 / π) * (2 * c ^ 2 / Z - Z))) := by
  have hl : Tendsto (fun a : ℝ => √(8 / π) * (2 * c ^ 2 / Z - Z) -
      15 * c ^ 4 / (2 * Z ^ 2) / √a) atTop (𝓝 (√(8 / π) * (2 * c ^ 2 / Z - Z))) := by
    have h := (tendsto_const_nhds (x := √(8 / π) * (2 * c ^ 2 / Z - Z))).sub
      (Real.tendsto_sqrt_atTop.const_div_atTop (15 * c ^ 4 / (2 * Z ^ 2)))
    rwa [sub_zero] at h
  refine tendsto_of_tendsto_of_tendsto_of_le_of_le' hl tendsto_const_nhds ?_ ?_
  · filter_upwards [eventually_gt_atTop 0] with a ha
    have hq : 0 < √a := Real.sqrt_pos.2 ha
    rw [le_div_iff₀ hq, sub_mul, div_mul_cancel₀ _ hq.ne']
    exact (zoraEnergy_bounds hZ ha c).1
  · filter_upwards [eventually_gt_atTop 0] with a ha
    rw [div_le_iff₀ (Real.sqrt_pos.2 ha)]
    exact (zoraEnergy_bounds hZ ha c).2

/-- For `Z, c > 0` the ZORA energy of the s Gaussian falls to `-∞` as `a → ∞`
exactly when `Z > √2 c`. -/
theorem collapse_iff {Z c : ℝ} (hZ : 0 < Z) (hc : 0 < c) :
    Tendsto (fun a => zoraEnergy Z c (gaussian a)) atTop atBot ↔ √2 * c < Z := by
  have h2 : (√2 * c) ^ 2 = 2 * c ^ 2 := by rw [mul_pow, Real.sq_sqrt (by norm_num)]
  constructor
  · intro ht
    by_contra h
    -- at or below the threshold the energy is bounded below
    have hsq := pow_le_pow_left₀ hZ.le (not_lt.1 h) 2
    have hK : 0 ≤ 2 * c ^ 2 / Z - Z := sub_nonneg.2 ((le_div_iff₀ hZ).2 (by nlinarith))
    obtain ⟨a, hlt, ha⟩ := ((ht.eventually_lt_atBot (-(15 * c ^ 4 / (2 * Z ^ 2)))).and
      (eventually_gt_atTop 0)).exists
    have hlow := (zoraEnergy_bounds hZ ha c).1
    have hpos : 0 ≤ √(8 / π) * (2 * c ^ 2 / Z - Z) * √a :=
      mul_nonneg (mul_nonneg (Real.sqrt_nonneg _) hK) (Real.sqrt_nonneg _)
    linarith
  · intro h
    -- above the threshold the coefficient of `√a` is negative
    have hsq : (√2 * c) ^ 2 < Z ^ 2 := pow_lt_pow_left₀ h (by positivity) (by norm_num)
    have hK : 2 * c ^ 2 / Z - Z < 0 := sub_neg.2 ((div_lt_iff₀ hZ).2 (by nlinarith))
    have hneg : √(8 / π) * (2 * c ^ 2 / Z - Z) < 0 :=
      mul_neg_of_pos_of_neg (Real.sqrt_pos.2 (by positivity)) hK
    refine tendsto_atBot_mono' atTop ?_
      (Real.tendsto_sqrt_atTop.const_mul_atTop_of_neg hneg)
    filter_upwards [eventually_gt_atTop 0] with a ha
    exact (zoraEnergy_bounds hZ ha c).2

end

end ZoraGaussianCollapse
```

```lean
#print axioms ZoraGaussianCollapse.gaussian_normalized
#print axioms ZoraGaussianCollapse.zoraEnergy_div_sqrt_tendsto
#print axioms ZoraGaussianCollapse.collapse_iff
```

```
'ZoraGaussianCollapse.gaussian_normalized' depends on axioms: [propext, Classical.choice, Quot.sound]
'ZoraGaussianCollapse.zoraEnergy_div_sqrt_tendsto' depends on axioms: [propext, Classical.choice, Quot.sound]
'ZoraGaussianCollapse.collapse_iff' depends on axioms: [propext, Classical.choice, Quot.sound]
```

## From the radial formula to the collapse criterion

`radial_integral` reduces an integral over space to \(4\pi\int r^2f(r)\,dr\), and `gaussian_moment` expresses the half-line moments through the Gamma function. `gaussian_sq` gives the density, with \(N^2\) written as `2 * a / π * (√(2 * a) / √π)`; `rpow_add_half` turns the half-integer powers into square roots. `norm_fderiv_gaussian` differentiates the Gaussian by the chain rule and takes the norm. `zoraEnergy_radial` combines these into the radial formula for \(E(a)\).

In `zoraEnergy_bounds`, `M1`, `M5` and `M6` are the three moments used above, and `d` is \(d(r)\). The facts `hd0` and `hd1` are its pointwise bounds, and `I0` and `I1` are the integrated ones. The equation `key` is the split of the integrand, checked by `field_simp` and `ring`. Then `hlead` evaluates the leading term as \(A\sqrt a\), `hconst` evaluates the error bound as \(15c^4/(2Z^2)\), and `linarith` assembles the two inequalities.

The limit follows from the squeeze theorem, applied to the bounds after division by \(\sqrt a\). In `collapse_iff`, the forward direction assumes collapse with \(Z\le\sqrt2\,c\) and picks an \(a>0\) whose energy lies below \(-15c^4/(2Z^2)\), which contradicts the lower bound. The reverse direction compares \(E(a)\) with \(A\sqrt a\), which tends to \(-\infty\) because \(A<0\).
